# For a diagonal one-particle density matrix, the diagonal three-particle cumulant of distinct fermionic modes is the third central moment of their occupations

The theorem `cumulant3_eq_centralMoment` concerns fermionic modes obeying the canonical anticommutation relations, in a state given by a normalised positive linear functional `w`. The p-particle density matrices are expectation values of p creation operators followed by p annihilation operators, without a prefactor 1/p!; for three particles, the element (ijk,lmn) is ⟨aᵢ†aⱼ†aₖ†aₙaₘaₗ⟩. The three-particle cumulant is what remains of this matrix after the antisymmetrised products of lower cumulants are subtracted, each distinct term being counted once. The theorem assumes that the one-particle density matrix is diagonal in these modes, and it takes three distinct modes i, j and k. The element (ijk,ijk) of the three-particle cumulant then equals the expectation value of (nᵢ − ⟨nᵢ⟩)(nⱼ − ⟨nⱼ⟩)(nₖ − ⟨nₖ⟩), where n denotes a number operator and ⟨n⟩ its expectation value. The proof uses the anticommutation relations to turn the diagonal two- and three-particle density matrix elements into expectation values of products of number operators, then expands the central moment and compares the two sides by algebra.

In Lean, a first try:

```lean
import Mathlib

open Matrix
open scoped ComplexOrder

namespace ThreeCumulant

noncomputable section

variable {A ι : Type*} [Ring A] [StarRing A] [Algebra ℂ A] [DecidableEq ι]

/-- The canonical anticommutation relations for annihilation operators `a i`. -/
structure IsCAR (a : ι → A) : Prop where
  anti : ∀ i j, a i * a j + a j * a i = 0
  mixed : ∀ i j, a i * star (a j) + star (a j) * a i = if i = j then 1 else 0

/-- A state: a normalised positive linear functional. -/
structure IsState (w : A →ₗ[ℂ] ℂ) : Prop where
  map_one : w 1 = 1
  nonneg : ∀ x, 0 ≤ w (star x * x)

/-- The number operator of mode `i`. -/
def num (a : ι → A) (i : ι) : A := star (a i) * a i

/-- The one-particle density matrix. -/
def rdm1 (w : A →ₗ[ℂ] ℂ) (a : ι → A) (i j : ι) : ℂ := w (star (a i) * a j)

/-- The two-particle density matrix, element `(ij,kl)`. -/
def rdm2 (w : A →ₗ[ℂ] ℂ) (a : ι → A) (i j k l : ι) : ℂ :=
  w (star (a i) * star (a j) * a l * a k)

/-- The three-particle density matrix, element `(ijk,lmn)`. -/
def rdm3 (w : A →ₗ[ℂ] ℂ) (a : ι → A) (i j k l m n : ι) : ℂ :=
  w (star (a i) * star (a j) * star (a k) * a n * a m * a l)

/-- The two-particle cumulant, element `(ij,kl)`. -/
def cumulant2 (w : A →ₗ[ℂ] ℂ) (a : ι → A) (i j k l : ι) : ℂ :=
  rdm2 w a i j k l - (rdm1 w a i k * rdm1 w a j l - rdm1 w a i l * rdm1 w a j k)

/-- The three-particle cumulant, element `(ijk,lmn)`: the density matrix minus the
antisymmetrised products of lower cumulants. -/
def cumulant3 (w : A →ₗ[ℂ] ℂ) (a : ι → A) (i j k l m n : ι) : ℂ :=
  let g := rdm1 w a
  let L := cumulant2 w a
  rdm3 w a i j k l m n
    - (g i l * (g j m * g k n - g j n * g k m) - g i m * (g j l * g k n - g j n * g k l)
      + g i n * (g j l * g k m - g j m * g k l))
    - (g i l * L j k m n - g i m * L j k l n + g i n * L j k l m
      - g j l * L i k m n + g j m * L i k l n - g j n * L i k l m
      + g k l * L i j m n - g k m * L i j l n + g k n * L i j l m)

/-- The third central moment of `X`, `Y` and `Z`, multiplied in this order, under the linear
functional `w`. -/
def centralMoment (w : A →ₗ[ℂ] ℂ) (X Y Z : A) : ℂ :=
  w ((X - w X • (1 : A)) * (Y - w Y • (1 : A)) * (Z - w Z • (1 : A)))

omit [StarRing A] in
/-- The third central moment in terms of ordinary moments. -/
theorem centralMoment_expand {w : A →ₗ[ℂ] ℂ} (h1 : w 1 = 1) (X Y Z : A) :
    centralMoment w X Y Z = w (X * Y * Z) - w X * w (Y * Z) - w Y * w (X * Z)
      - w Z * w (X * Y) + 2 * w X * w Y * w Z := by
  simp only [centralMoment, sub_mul, mul_sub, smul_mul_assoc, mul_smul_comm, one_mul,
    mul_one, map_sub, map_smul, smul_eq_mul, h1]
  ring

omit [Algebra ℂ A] in
/-- The number operator of one mode commutes with the annihilator of another. -/
theorem num_mul_mode {a : ι → A} (h : IsCAR a) {i j : ι} (hij : i ≠ j) :
    num a j * a i = a i * num a j := by
  have h1 : a j * a i = -(a i * a j) := eq_neg_of_add_eq_zero_left (h.anti j i)
  have h2 : star (a j) * a i = -(a i * star (a j)) :=
    eq_neg_of_add_eq_zero_right ((h.mixed i j).trans (if_neg hij))
  unfold num
  rw [mul_assoc, h1, mul_neg, ← mul_assoc, h2, neg_mul, neg_neg, mul_assoc]

/-- For distinct modes and a diagonal one-matrix, the diagonal three-cumulant is the third
central moment of the occupations. -/
theorem cumulant3_eq_centralMoment {a : ι → A} (h : IsCAR a) {w : A →ₗ[ℂ] ℂ}
    (hw : IsState w) (hg : ∀ p q, p ≠ q → rdm1 w a p q = 0) {i j k : ι}
    (hij : i ≠ j) (hik : i ≠ k) (hjk : j ≠ k) :
    cumulant3 w a i j k i j k = centralMoment w (num a i) (num a j) (num a k) := by
  have pair : ∀ p q, p ≠ q →
      star (a p) * star (a q) * a q * a p = num a p * num a q := fun p q hpq => by
    calc _ = star (a p) * (num a q * a p) := by simp only [num, mul_assoc]
      _ = _ := by rw [num_mul_mode h hpq]; simp only [num, mul_assoc]
  have d1 : ∀ p, rdm1 w a p p = w (num a p) := fun _ => rfl
  have d2 : ∀ p q, p ≠ q → rdm2 w a p q p q = w (num a p * num a q) :=
    fun p q hpq => congrArg w (pair p q hpq)
  have d3 : rdm3 w a i j k i j k = w (num a i * num a j * num a k) := by
    refine congrArg w ?_
    calc _ = star (a i) * ((star (a j) * star (a k) * a k * a j) * a i) := by
          simp only [mul_assoc]
      _ = star (a i) * (a i * num a j * num a k) := by
          rw [pair j k hjk, mul_assoc (num a j), num_mul_mode h hik, ← mul_assoc,
            num_mul_mode h hij]
      _ = _ := by simp only [num, mul_assoc]
  rw [centralMoment_expand hw.map_one]
  simp only [cumulant3, cumulant2, d1, d3, d2 i j hij, d2 i k hik, d2 j k hjk,
    hg i j hij, hg i k hik, hg j k hjk, hg j i hij.symm, hg k i hik.symm, hg k j hjk.symm]
  ring

end

end ThreeCumulant
```

Messages:

```
Main.lean:95:12: error: Tactic `rewrite` failed: Did not find an occurrence of the pattern
  num a j * a i
in the target expression
  star (a i) * num a j * (a i * num a k) = star (a i) * (a i * num a j * num a k)

A : Type u_1
ι : Type u_2
inst✝³ : Ring A
inst✝² : StarRing A
inst✝¹ : Algebra ℂ A
inst✝ : DecidableEq ι
a : ι → A
h : IsCAR a
w : A →ₗ[ℂ] ℂ
hw : IsState w
hg : ∀ (p q : ι), p ≠ q → rdm1 w a p q = 0
i j k : ι
hij : i ≠ j
hik : i ≠ k
hjk : j ≠ k
pair : ∀ (p q : ι), p ≠ q → star (a p) * star (a q) * a q * a p = num a p * num a q
d1 : ∀ (p : ι), rdm1 w a p p = w (num a p)
d2 : ∀ (p q : ι), p ≠ q → rdm2 w a p q p q = w (num a p * num a q)
⊢ star (a i) * num a j * (a i * num a k) = star (a i) * (a i * num a j * num a k)
```

What went wrong. The error arises in `d3`, where `a i` has to be moved to the left past two number operators. The first move succeeds and leaves `star (a i) * (num a j * (a i * num a k))` on the left-hand side. The next step, `← mul_assoc`, is meant to group `num a j` with `a i`. Given no arguments, it looks for any product of the form `x * (y * z)`, and the whole left-hand side is one, with `star (a i)` as `x`. Lean therefore regroups there and produces `star (a i) * num a j * (a i * num a k)`, as the message shows. Now `num a j` and `a i` sit in different brackets, so the pattern `num a j * a i` needed by `num_mul_mode h hij` does not occur, and `rewrite` fails.

The repair writes `← mul_assoc (num a j)`, which fixes the first factor. Only the inner product can then match, and it becomes `num a j * a i * num a k`. This contains the required pattern, and exchanging the two factors makes the left-hand side identical to the right.

As a diff, the version that Lean accepts:

```diff
@@ -92,5 +92,5 @@
           simp only [mul_assoc]
       _ = star (a i) * (a i * num a j * num a k) := by
-          rw [pair j k hjk, mul_assoc (num a j), num_mul_mode h hik, ← mul_assoc,
+          rw [pair j k hjk, mul_assoc (num a j), num_mul_mode h hik, ← mul_assoc (num a j),
             num_mul_mode h hij]
       _ = _ := by simp only [num, mul_assoc]
```
